# The derivative of a kicked state with respect to kick strength is i times the commutator of the generator with the state

For complex square matrices `A` and `ρ` of finite size, the lemma considers the kicked state ρ_s = exp(isA) ρ exp(-isA), where the real number s is the strength of the impulse. It states that ρ_s is differentiable in s, with derivative i(Aρ_s - ρ_sA). Neither matrix need be Hermitian, and `ρ` need not be positive or have unit trace, so density matrices and Hermitian observables are special cases. The proof differentiates the two exponentials separately, placing `A` on the left of the first and on the right of the second, then applies the product rule and rearranges the result.

Lean 4 with Mathlib refuses this proof:

```lean
import Mathlib

open Matrix Filter Topology
open scoped ComplexOrder

namespace HasDerivAtKick

noncomputable section

attribute [local instance] Matrix.linftyOpNormedRing Matrix.linftyOpNormedAlgebra

variable {n : Type*} [Fintype n] [DecidableEq n]

/-- The one-parameter group `exp(i s A)` generated by a matrix `A`. -/
def flow (A : Matrix n n ℂ) (s : ℝ) : Matrix n n ℂ :=
  NormedSpace.exp (s • (Complex.I • A))

/-- The state `exp(isA) ρ exp(-isA)` just after an impulse of strength `s` coupled to `A`. -/
def kick (A ρ : Matrix n n ℂ) (s : ℝ) : Matrix n n ℂ :=
  flow A s * ρ * flow A (-s)

/-- The kicked state changes with the kick strength at the rate `i (A ρ_s - ρ_s A)`. -/
theorem hasDerivAt_kick (A ρ : Matrix n n ℂ) (s : ℝ) :
    HasDerivAt (kick A ρ) (Complex.I • (A * kick A ρ s - kick A ρ s * A)) s := by
  have h1 : HasDerivAt (fun u : ℝ => flow A u) ((Complex.I • A) * flow A s) s :=
    hasDerivAt_exp_smul_const' (Complex.I • A) s
  have h2 : HasDerivAt (fun u : ℝ => flow A (-u)) (flow A (-s) * -(Complex.I • A)) s := by
    have h := hasDerivAt_exp_smul_const (-(Complex.I • A)) s
    simpa only [flow, neg_smul, smul_neg] using h
  refine ((h1.mul_const ρ).mul h2).congr_deriv ?_
  simp only [kick, smul_mul_assoc, mul_smul_comm, mul_neg, sub_eq_add_neg, smul_add,
    smul_neg, mul_assoc]

end

end HasDerivAtKick
```

The compiler's answer:

```
Main.lean:29:4: error: Type mismatch: After simplification, term
  h
 has type
  @HasDerivAt ℝ DenselyNormedField.toNontriviallyNormedField (Matrix n n ℂ) Matrix.linftyOpNormedRing.toAddCommGroup
    (NormedAlgebra.toNormedSpace (Matrix n n ℂ)).toModule PseudoMetricSpace.toUniformSpace.toTopologicalSpace ⋯
    (fun u => NormedSpace.exp (-(u • Complex.I • A))) (NormedSpace.exp (-(s • Complex.I • A)) * -(Complex.I • A)) s
but is expected to have type
  @HasDerivAt ℝ DenselyNormedField.toNontriviallyNormedField (Matrix n n ℂ) addCommGroup module
    instTopologicalSpaceMatrix ⋯ (fun u => NormedSpace.exp (-(u • Complex.I • A)))
    (NormedSpace.exp (-(s • Complex.I • A)) * -(Complex.I • A)) s
```

Cause. The error is in `h2`, the derivative of the second exponential. After simplification, `h` and the goal show the same function, derivative and point, but their implicit structures on the matrix space differ in form. In `h` the additive group, module and topology come from the normed ring and algebra structures; the goal has `addCommGroup`, `module` and `instTopologicalSpaceMatrix`. The final comparison in `simpa` does not identify the two forms.

The repair no longer simplifies the derivative lemma. The equation `e` writes `flow A (-u)` as the exponential of `u • (-(Complex.I • A))`, the form the lemma uses, and `simp only [e]` puts the goal in that form. Then `exact` supplies `hasDerivAt_exp_smul_const` directly, and its check accepts the two sets of structures as equal by definition. The mathematics of the step is unchanged.

This version goes through:

```diff
@@ -26,6 +26,9 @@
     hasDerivAt_exp_smul_const' (Complex.I • A) s
   have h2 : HasDerivAt (fun u : ℝ => flow A (-u)) (flow A (-s) * -(Complex.I • A)) s := by
-    have h := hasDerivAt_exp_smul_const (-(Complex.I • A)) s
-    simpa only [flow, neg_smul, smul_neg] using h
+    have e : ∀ u : ℝ, flow A (-u) = NormedSpace.exp (u • (-(Complex.I • A))) := by
+      intro u
+      rw [flow, neg_smul, smul_neg]
+    simp only [e]
+    exact hasDerivAt_exp_smul_const (-(Complex.I • A)) s
   refine ((h1.mul_const ρ).mul h2).congr_deriv ?_
   simp only [kick, smul_mul_assoc, mul_smul_comm, mul_neg, sub_eq_add_neg, smul_add,
```
